# Exact slopes of a one-dimensional band with harmonics $|m|\le p$ from $2p+1$ grid points

Let $k$ be the reduced wave number of a crystal with lattice constant $a$, so that the physical wave number is $2\pi k/a$ and the Brillouin zone has length 1. Write $e_m(k)=e^{2\pi i m k}$ for integer $m$. Fix an integer $p\ge 0$, put $N=2p+1$, and consider a band

$$g(k)=\sum_{|m|\le p}c_m\,e_m(k),\qquad c_m\in\mathbb C .$$

For a non-interacting chain with one orbital per cell, orthogonal to those of the other cells, $c_0$ is the on-site energy and $c_m$ with $m\ne0$ is the hopping amplitude over $m$ cells. The bound $|m|\le p$ says that no electron hops further than $p$ cells. The band is known only at the grid points $k_0+s/N$, $0\le s<N$, with a real offset $k_0$, and its slope is wanted at the same points. The slope gives the group velocity $\frac{a}{2\pi\hbar}g'(k)$.

**Claim.** For $0\le r<N$,

$$g'(k_0+r/N)=\sum_{s\ne r}W_{r-s}\,g(k_0+s/N),\qquad W_d=\frac{\pi(-1)^d}{\sin(\pi d/N)} .$$

## Derivation from the Dirichlet kernel

**Orthogonality.** Let $0<|d|<N$ and $z=e^{2\pi i d/N}$. Then $z\neq1$ and $z^N=1$, so $(z-1)\sum_{s=0}^{N-1}z^s=z^N-1=0$ gives $\sum_s e_d(s/N)=0$.

**First moment.** Shifting the index in one of the two sums on the left gives, for any $z$, $b$ and $n$,

$$(z-1)\sum_{j=0}^{n-1}(j-b)z^j=(n-b)z^n+b-z\sum_{j=0}^{n-1}z^j .$$

With $n=N$, $b=p$ and the $z$ above, the last sum vanishes and the right side is $N$. Hence $M=\sum_{j=0}^{2p}(j-p)z^j=N/(z-1)$.

**Kernel slope.** Let $D(x)=\sum_{|l|\le p}e_l(x)$ and $w=e^{i\pi d/N}$, so that $z=w^2$, $w^N=(-1)^d$ and $z-1=2i\,w\sin(\pi d/N)$. Setting $l=j-p$,

$$D'(d/N)=2\pi i\,w^{-2p}M=\frac{2\pi i\,N\,w^{-2p}}{2i\,w\sin(\pi d/N)}=\frac{\pi N\,w^{-N}}{\sin(\pi d/N)}=N\,W_d .$$

At zero separation, $D'(0)=2\pi i\sum_{|l|\le p} l=0$.

**One harmonic.** Let $|m|\le p$. Since $D'(0)=0$, the term $s=r$ may be added freely:

$$N\sum_{s\ne r}W_{r-s}\,e_m(k_0+s/N)=\sum_{|l|\le p}2\pi i\,l\,e_l(r/N)\,e_m(k_0)\sum_{s=0}^{N-1}e_{m-l}(s/N).$$

Here $|m-l|\le 2p<N$, so the inner sum is $N$ for $l=m$ and zero otherwise. The right side is $N\,2\pi i m\,e_m(k_0+r/N)$, which is $N$ times the derivative of $e_m$. Multiplying by $c_m$ and summing over $m$ proves the claim.

## Three k-points for a nearest-neighbour chain

In a calculation, the band energies on the grid form a vector, and one multiplication by the matrix $W_{r-s}$, with zero diagonal, returns all the slopes. Take $g(k)=-2t\cos 2\pi k$ with hopping energy $t$, so $p=1$ and $N=3$, and let $k_0=0$. The energies are $-2t,\,t,\,t$. At $k=1/3$ the weights are $W_1=-2\pi/\sqrt3$ and $W_{-1}=2\pi/\sqrt3$, and

$$g'(1/3)=\frac{4\pi t}{\sqrt3}+\frac{2\pi t}{\sqrt3}=2\sqrt3\,\pi t,$$

which equals $4\pi t\sin(2\pi/3)$. The group velocity is $\sqrt3\,at/\hbar$.

## Harmonics, weights and the grid rule in Lean

```lean
import Mathlib

open Finset
open Complex (I)
open scoped Real

namespace SpectralBandVelocity

noncomputable section
```

The harmonic $e_m$ is `wave m`, a complex function of a real variable.

```lean
/-- The lattice harmonic `exp (2 π i m k)` at reduced wave number `k`. -/
def wave (m : ℤ) (k : ℝ) : ℂ := Complex.exp (2 * π * I * m * k)
```

The band $g$ is `band p c`. The coefficients are given for all integers, but only those from $-p$ to $p$ enter. They may be complex; a real band is the special case $c_{-m}=\overline{c_m}$.

```lean
/-- A band containing only the harmonics `-p, ..., p`, with complex coefficients `c m`. -/
def band (p : ℕ) (c : ℤ → ℂ) (k : ℝ) : ℂ :=
  ∑ m ∈ Icc (-(p : ℤ)) p, c m * wave m k
```

The weight $W_d$ is the real number `weight p d`.

```lean
/-- The differentiation weight between grid points `d` steps apart on a grid of `2p+1` points,
for `d` not a multiple of `2p+1`. -/
def weight (p : ℕ) (d : ℤ) : ℝ := π * (-1) ^ d / Real.sin (π * d / (2 * p + 1))
```

The rule itself accepts any function `f`. Removing `r` from the range keeps the singular weight $W_0$ out of the sum. The value of `gridVelocity` estimates the slope in reduced $k$; multiplying it by $a/(2\pi\hbar)$ gives the estimate of the group velocity.

```lean
/-- The grid rule for the slope in reduced wave number at grid point `r`: a weighted sum of the
values of `f` at the other points of the grid `k₀ + s / (2p+1)`, for `r` and `s` from `0` to `2p`.
-/
def gridVelocity (p : ℕ) (f : ℝ → ℂ) (k₀ : ℝ) (r : ℕ) : ℂ :=
  ∑ s ∈ (range (2 * p + 1)).erase r,
    (weight p ((r : ℤ) - s) : ℂ) * f (k₀ + s / (2 * p + 1))
```

## Orthogonality, first moment and kernel slope

The substitution $l=j-p$ is a bijection between the harmonics and the numbers $0,\dots,2p$.

```lean
/-- A sum over the harmonics `-p, ..., p` can be counted from the lowest harmonic upwards. -/
theorem sum_harmonics (p : ℕ) (f : ℤ → ℂ) :
    ∑ m ∈ Icc (-(p : ℤ)) p, f m = ∑ j ∈ range (2 * p + 1), f ((j : ℤ) - p) := by
  symm
  apply Finset.sum_bij (fun (j : ℕ) _ => (j : ℤ) - p)
  · intro j hj
    rw [mem_range] at hj
    rw [mem_Icc]
    omega
  · intro a _ b _ hab
    omega
  · intro m hm
    rw [mem_Icc] at hm
    exact ⟨(m + p).toNat, by rw [mem_range]; omega, by omega⟩
  · intro j _
    rfl
```

Orthogonality follows the geometric-sum argument. Most of the work is in showing $z\ne1$: otherwise $d$ would be an integer multiple of $2p+1$, which its size and $d\neq0$ exclude.

```lean
/-- A harmonic whose index `d` is nonzero and smaller in size than the number `2p+1` of grid
points sums to zero over the grid. -/
theorem grid_orthogonality (p : ℕ) (d : ℤ) (h0 : d ≠ 0) (h : |d| < 2 * p + 1) :
    ∑ s ∈ range (2 * p + 1), wave d (s / (2 * p + 1)) = 0 := by
  have hN : (2 * (p : ℂ) + 1) ≠ 0 := by exact_mod_cast (by omega : 2 * p + 1 ≠ 0)
  have hpow : ∀ s : ℕ, wave d ((s : ℝ) / (2 * p + 1)) = wave d (1 / (2 * p + 1)) ^ s := by
    intro s
    unfold wave
    rw [← Complex.exp_nat_mul]
    congr 1
    push_cast
    ring
  have h1 : wave d (1 / (2 * p + 1)) ^ (2 * p + 1) = 1 := by
    rw [← hpow]
    unfold wave
    rw [Complex.exp_eq_one_iff]
    refine ⟨d, ?_⟩
    push_cast
    rw [div_self hN]
    ring
  -- the elementary phase is not one, since `d` is not a multiple of `2p+1`
  have h2 : wave d (1 / (2 * p + 1)) ≠ 1 := by
    intro hz
    unfold wave at hz
    rw [Complex.exp_eq_one_iff] at hz
    obtain ⟨n, hn⟩ := hz
    push_cast at hn
    have e : 2 * π * I * d * (1 / (2 * (p : ℂ) + 1)) * (2 * p + 1) = 2 * π * I * d := by
      field_simp
    have h3 : (d : ℂ) = n * (2 * p + 1) := by
      apply mul_left_cancel₀ Complex.two_pi_I_ne_zero
      linear_combination (2 * (p : ℂ) + 1) * hn - e
    have h5 : d = n * (2 * p + 1) := by exact_mod_cast h3
    obtain ⟨ha, hb⟩ := abs_lt.mp h
    rcases lt_trichotomy n 0 with hn0 | hn0 | hn0
    · nlinarith [mul_nonneg (by omega : 0 ≤ -1 - n) (by omega : (0 : ℤ) ≤ 2 * p + 1)]
    · exact h0 (by rw [h5, hn0, zero_mul])
    · nlinarith [mul_nonneg (by omega : 0 ≤ n - 1) (by omega : (0 : ℤ) ≤ 2 * p + 1)]
  have hg := geom_sum_mul (wave d (1 / (2 * p + 1))) (2 * p + 1)
  rw [h1, sub_self] at hg
  rw [Finset.sum_congr rfl fun s _ => hpow s]
  exact (mul_eq_zero.mp hg).resolve_right (sub_ne_zero.mpr h2)
```

The moment identity, with `a` in the role of $b$, is proved by induction on the number of terms instead of an index shift.

```lean
/-- Summation by parts for the first moment, about `a`, of a geometric sum. -/
theorem geometric_moment (z a : ℂ) (n : ℕ) :
    (z - 1) * ∑ j ∈ range n, ((j : ℂ) - a) * z ^ j
      = (n - a) * z ^ n + a - z * ∑ j ∈ range n, z ^ j := by
  induction n with
  | zero => simp
  | succ n ih =>
    rw [sum_range_succ, sum_range_succ, mul_add, ih]
    push_cast
    ring
```

In the kernel slope, `w`, `S`, `M` and `T` stand for $w$, $\sin(\pi d/N)$, $M$ and $D'(d/N)$. The facts `hwN`, `hsin`, `hmom` and `hT` are the relations used above, and `linear_combination` eliminates `w` and `M` between them. The sine is nonzero because $S=0$ would give $z=1$, and the moment identity would then read $0=N$.

```lean
/-- At a nonzero separation of `d` grid steps, with `d` smaller in size than `2p+1`, the slope of
the Dirichlet kernel `∑ exp (2 π i l k)`, `|l| ≤ p`, is `2p+1` times the differentiation weight. -/
theorem kernel_slope (p : ℕ) (d : ℤ) (h0 : d ≠ 0) (h : |d| < 2 * p + 1) :
    ∑ l ∈ Icc (-(p : ℤ)) p, 2 * π * I * l * wave l (d / (2 * p + 1))
      = (2 * p + 1) * (weight p d : ℂ) := by
  have hN : (2 * (p : ℂ) + 1) ≠ 0 := by exact_mod_cast (by omega : 2 * p + 1 ≠ 0)
  -- `w` is the half-angle phase and `S` the sine in the weight
  obtain ⟨w, hw⟩ : ∃ w : ℂ, w = Complex.exp (π * d / (2 * p + 1) * I) := ⟨_, rfl⟩
  obtain ⟨S, hS⟩ : ∃ S : ℂ, S = Complex.sin (π * d / (2 * p + 1)) := ⟨_, rfl⟩
  have hweight : (weight p d : ℂ) = π * (-1) ^ d / S := by simp [hS, weight]
  have hwN : w ^ (2 * p + 1) = (-1) ^ d := by
    have hq : (2 * (p : ℂ) + 1) * (π * d / (2 * p + 1)) = π * d := by field_simp
    rw [hw, ← Complex.exp_nat_mul, ← Complex.exp_pi_mul_I, ← Complex.exp_int_mul]
    congr 1
    push_cast
    linear_combination I * hq
  have hE : ((-1 : ℂ) ^ d) * (-1) ^ d = 1 := by
    rw [← mul_zpow]
    norm_num
  have hsin : w ^ 2 - 1 = 2 * I * S * w := by
    have hcs := Complex.sin_sq_add_cos_sq (π * d / (2 * p + 1))
    rw [hw, Complex.exp_mul_I, hS]
    linear_combination hcs - Complex.sin (π * d / (2 * p + 1)) ^ 2 * Complex.I_sq
  have hgeom : ∑ j ∈ range (2 * p + 1), (w ^ 2) ^ j = 0 := by
    refine Eq.trans (Finset.sum_congr rfl fun j _ => ?_) (grid_orthogonality p d h0 h)
    rw [hw, ← pow_mul, ← Complex.exp_nat_mul]
    unfold wave
    congr 1
    push_cast
    ring
  have hone : (w ^ 2) ^ (2 * p + 1) = 1 := by
    rw [← pow_mul, mul_comm 2 (2 * p + 1), pow_mul, hwN, sq, hE]
  have hmom := geometric_moment (w ^ 2) p (2 * p + 1)
  rw [hgeom, hone] at hmom
  push_cast at hmom
  have hT : (∑ l ∈ Icc (-(p : ℤ)) p, 2 * π * I * l * wave l (d / (2 * p + 1))) * w ^ (2 * p)
      = 2 * π * I * ∑ j ∈ range (2 * p + 1), ((j : ℂ) - p) * (w ^ 2) ^ j := by
    rw [sum_harmonics, Finset.sum_mul, Finset.mul_sum]
    refine Finset.sum_congr rfl fun j _ => ?_
    have hj : wave ((j : ℤ) - p) (d / (2 * p + 1)) * w ^ (2 * p) = (w ^ 2) ^ j := by
      rw [hw, ← pow_mul, ← Complex.exp_nat_mul, ← Complex.exp_nat_mul]
      unfold wave
      rw [← Complex.exp_add]
      congr 1
      push_cast
      ring
    rw [← hj]
    push_cast
    ring
  generalize (∑ l ∈ Icc (-(p : ℤ)) p, 2 * π * I * l * wave l (d / (2 * p + 1))) = T at hT ⊢
  generalize (∑ j ∈ range (2 * p + 1), ((j : ℂ) - p) * (w ^ 2) ^ j) = M at hT hmom
  rw [hweight]
  generalize ((-1 : ℂ) ^ d) = E at hwN hE ⊢
  have hS0 : S ≠ 0 := by
    intro hs
    rw [hs] at hsin
    apply hN
    linear_combination M * hsin - hmom
  have hmain : T * S = (2 * p + 1) * π * E := by
    linear_combination (-(T * S)) * hE - T * S * E * hwN + S * w * E * hT
      - π * M * E * hsin + π * E * hmom
  rw [← mul_div_assoc, eq_div_iff hS0, hmain]
  ring
```

## The rule on one harmonic and on the band

The `calc` chain below inserts the kernel slope, restores the term $s=r$ by `hzero`, exchanges the two sums, and keeps only $l=m$.

```lean
/-- For every harmonic `m` with `|m| ≤ p`, the grid rule gives `2 π i m` times the wave at each grid
point. -/
theorem gridVelocity_wave (p : ℕ) (m : ℤ) (hm : m ∈ Icc (-(p : ℤ)) p) (k₀ : ℝ) (r : ℕ)
    (hr : r < 2 * p + 1) :
    gridVelocity p (wave m) k₀ r = 2 * π * I * m * wave m (k₀ + r / (2 * p + 1)) := by
  have hN : (2 * (p : ℂ) + 1) ≠ 0 := by exact_mod_cast (by omega : 2 * p + 1 ≠ 0)
  have hlin : ∀ n : ℕ, ∑ j ∈ range n, ((j : ℂ) - p) = n * (n - 1) / 2 - n * p := by
    intro n
    induction n with
    | zero => simp
    | succ n ih =>
      rw [sum_range_succ, ih]
      push_cast
      ring
  -- the Dirichlet kernel is flat at zero separation
  have hzero : ∑ l ∈ Icc (-(p : ℤ)) p, 2 * π * I * l * wave l 0 = 0 := by
    have hw0 : ∀ l : ℤ, wave l 0 = 1 := fun l => by simp [wave]
    rw [sum_harmonics]
    calc _ = 2 * π * I * ∑ j ∈ range (2 * p + 1), ((j : ℂ) - p) := by
          rw [Finset.mul_sum]
          refine Finset.sum_congr rfl fun j _ => ?_
          rw [hw0, mul_one]
          push_cast
          rfl
      _ = 0 := by
          rw [hlin]
          push_cast
          ring
  apply mul_left_cancel₀ hN
  calc (2 * (p : ℂ) + 1) * gridVelocity p (wave m) k₀ r
      = ∑ s ∈ (range (2 * p + 1)).erase r, ∑ l ∈ Icc (-(p : ℤ)) p,
          2 * π * I * l * wave l ((((r : ℤ) - s : ℤ) : ℝ) / (2 * p + 1))
            * wave m (k₀ + s / (2 * p + 1)) := by
        rw [gridVelocity, Finset.mul_sum]
        refine Finset.sum_congr rfl fun s hs => ?_
        obtain ⟨h1, h2⟩ := Finset.mem_erase.mp hs
        rw [mem_range] at h2
        rw [← Finset.sum_mul, kernel_slope p ((r : ℤ) - s) (by omega)
          (by rw [abs_lt]; constructor <;> omega)]
        ring
    _ = ∑ s ∈ range (2 * p + 1), ∑ l ∈ Icc (-(p : ℤ)) p,
          2 * π * I * l * wave l ((((r : ℤ) - s : ℤ) : ℝ) / (2 * p + 1))
            * wave m (k₀ + s / (2 * p + 1)) := by
        refine Finset.sum_erase _ ?_
        simp only [sub_self, Int.cast_zero, zero_div]
        rw [← Finset.sum_mul, hzero, zero_mul]
    _ = ∑ l ∈ Icc (-(p : ℤ)) p, 2 * π * I * l * wave l (r / (2 * p + 1)) * wave m k₀
          * ∑ s ∈ range (2 * p + 1), wave (m - l) (s / (2 * p + 1)) := by
        rw [Finset.sum_comm]
        refine Finset.sum_congr rfl fun l _ => ?_
        rw [Finset.mul_sum]
        refine Finset.sum_congr rfl fun s _ => ?_
        have hs : wave l ((((r : ℤ) - s : ℤ) : ℝ) / (2 * p + 1)) * wave m (k₀ + s / (2 * p + 1))
            = wave l (r / (2 * p + 1)) * wave m k₀ * wave (m - l) (s / (2 * p + 1)) := by
          simp only [wave, ← Complex.exp_add]
          congr 1
          push_cast
          ring
        linear_combination (2 * π * I * l) * hs
    _ = (2 * p + 1) * (2 * π * I * m * wave m (k₀ + r / (2 * p + 1))) := by
        -- orthogonality on the grid keeps only `l = m`
        rw [Finset.sum_eq_single m]
        · have h1 : ∑ s ∈ range (2 * p + 1), wave (m - m) (s / (2 * p + 1)) = 2 * p + 1 := by
            simp [wave]
          have h2 : wave m (k₀ + r / (2 * p + 1)) = wave m (r / (2 * p + 1)) * wave m k₀ := by
            simp only [wave, ← Complex.exp_add]
            congr 1
            push_cast
            ring
          rw [h1, h2]
          ring
        · intro l hl hne
          rw [mem_Icc] at hl hm
          rw [grid_orthogonality p (m - l) (by omega)
            (by rw [abs_lt]; constructor <;> omega), mul_zero]
        · intro hnot
          exact absurd hm hnot
```

The analytic derivative of a harmonic comes from the chain rule.

```lean
/-- The derivative of the harmonic `m` with respect to `k` is `2 π i m` times the harmonic. -/
theorem hasDerivAt_wave (m : ℤ) (k : ℝ) :
    HasDerivAt (wave m) (2 * π * I * m * wave m k) k := by
  have h := ((hasDerivAt_id k).ofReal_comp.const_mul (2 * π * I * (m : ℂ))).cexp
  refine HasDerivAt.congr_deriv h ?_
  simp only [wave, id_eq, Complex.ofReal_one]
  ring
```

The main theorem reads: for every $p$, all coefficients, every real offset and every $r$ from $0$ to $2p$, the band is differentiable at $k_0+r/N$ and its derivative there is the value of the grid rule. For $p=0$ the band is constant and the rule is an empty sum. The proof uses linearity of the rule and then treats each harmonic separately.

```lean
/-- Exact band slopes: for a band with harmonics `|m| ≤ p`, the grid rule on `2p+1` points with any
offset `k₀` gives the derivative of the band at each grid point. -/
theorem band_velocity_exact (p : ℕ) (c : ℤ → ℂ) (k₀ : ℝ) (r : ℕ) (hr : r < 2 * p + 1) :
    HasDerivAt (band p c) (gridVelocity p (band p c) k₀ r) (k₀ + r / (2 * p + 1)) := by
  -- the grid rule is linear in the band
  have hlin : gridVelocity p (band p c) k₀ r
      = ∑ m ∈ Icc (-(p : ℤ)) p, c m * gridVelocity p (wave m) k₀ r := by
    simp only [gridVelocity, band, Finset.mul_sum]
    rw [Finset.sum_comm]
    refine Finset.sum_congr rfl fun m _ => Finset.sum_congr rfl fun s _ => ?_
    ring
  rw [hlin]
  unfold band
  refine HasDerivAt.fun_sum fun m hm => ?_
  rw [gridVelocity_wave p m hm k₀ r hr]
  exact (hasDerivAt_wave m _).const_mul (c m)
```

The theorem bears on velocities computed from sampled band energies, for one band in one dimension with finitely many harmonics. A real crystal has three dimensions and several bands, which may cross. Even in one dimension, a computed band generally has harmonics of every order, and those beyond $p$ generally contaminate the slopes.

## What the first harmonic outside the band does

The bound $|m|\le p$ cannot be relaxed to $|m|\le p+1$. On three points with $k_0=0$, the second-neighbour band $\cos4\pi k$ has the same values as $\cos2\pi k$. At $k=1/3$ the rule therefore returns $-\sqrt3\,\pi$, while the true slope is $2\sqrt3\,\pi$: even the direction of motion is wrong.

The last theorem treats the single harmonic $p+1$ for every $p$ and every offset. This harmonic is complex, so it is not a band energy by itself; for a real band the error can vanish at some grid points, as it does for $\cos4\pi k$ at $k=0$. On the grid it equals harmonic $-p$ times the constant phase $e^{2\pi iNk_0}$ (`halias`), so the rule gives the factor $-2\pi ip$ instead of $2\pi i(p+1)$. The two differ by $2\pi iN\ne0$, and uniqueness of the derivative finishes the proof.

```lean
/-- Sharpness: for the harmonic `p+1` the grid rule on `2p+1` points gives the factor `-2 π i p`,
and its result is not the derivative at any grid point. -/
theorem first_aliased_harmonic (p : ℕ) (k₀ : ℝ) (r : ℕ) (hr : r < 2 * p + 1) :
    gridVelocity p (wave (p + 1)) k₀ r
        = -(2 * π * I * p) * wave (p + 1) (k₀ + r / (2 * p + 1)) ∧
      ¬ HasDerivAt (wave (p + 1)) (gridVelocity p (wave (p + 1)) k₀ r)
        (k₀ + r / (2 * p + 1)) := by
  have hN : (2 * (p : ℂ) + 1) ≠ 0 := by exact_mod_cast (by omega : 2 * p + 1 ≠ 0)
  -- on the grid, harmonic `p+1` is harmonic `-p` up to a constant phase
  have halias : ∀ s : ℕ, wave (p + 1) (k₀ + s / (2 * p + 1))
      = wave (2 * p + 1) k₀ * wave (-p) (k₀ + s / (2 * p + 1)) := by
    intro s
    have hq : (2 * (p : ℂ) + 1) * (s / (2 * p + 1)) = s := by field_simp
    simp only [wave, ← Complex.exp_add]
    rw [Complex.exp_eq_exp_iff_exists_int]
    refine ⟨s, ?_⟩
    push_cast
    linear_combination 2 * π * I * hq
  have hval : gridVelocity p (wave (p + 1)) k₀ r
      = -(2 * π * I * p) * wave (p + 1) (k₀ + r / (2 * p + 1)) := by
    have hfac : gridVelocity p (wave (p + 1)) k₀ r
        = wave (2 * p + 1) k₀ * gridVelocity p (wave (-p)) k₀ r := by
      unfold gridVelocity
      rw [Finset.mul_sum]
      refine Finset.sum_congr rfl fun s _ => ?_
      rw [halias s]
      ring
    rw [hfac, gridVelocity_wave p (-p) (by rw [mem_Icc]; omega) k₀ r hr, halias r]
    push_cast
    ring
  refine ⟨hval, fun hd => ?_⟩
  have hu := (hasDerivAt_wave (p + 1) (k₀ + r / (2 * p + 1))).unique hd
  rw [hval] at hu
  push_cast at hu
  have hW : wave (p + 1) (k₀ + r / (2 * p + 1)) ≠ 0 := Complex.exp_ne_zero _
  apply mul_ne_zero (mul_ne_zero Complex.two_pi_I_ne_zero hN) hW
  linear_combination hu

end

end SpectralBandVelocity
```

```lean
#print axioms SpectralBandVelocity.band_velocity_exact
#print axioms SpectralBandVelocity.first_aliased_harmonic
```

```
'SpectralBandVelocity.band_velocity_exact' depends on axioms: [propext, Classical.choice, Quot.sound]
'SpectralBandVelocity.first_aliased_harmonic' depends on axioms: [propext, Classical.choice, Quot.sound]
```
